# A damped harmonic oscillator under a cosine drive settles into its steady state

A charge bound in a molecule is displaced by an oscillating electric field. In the Lorentz model its displacement \(x\) at time \(t\) obeys

\[
x'' + g\,x' + w_0^2\,x = E\cos(wt).
\]

Here \(w_0>0\) is the natural frequency and \(w\) the driving frequency, usually written \(\omega_0\) and \(\omega\). The damping constant \(g>0\) stands for the loss of energy to radiation, collisions or other degrees of freedom. It multiplies the velocity directly, whereas some texts write this coefficient as \(2\gamma\). The letter \(E\) is a force per mass: for charge \(q\), mass \(m\) and field amplitude \(E_0\), it equals \(qE_0/m\). Time dependence is written as \(e^{-iwt}\), and the complex amplitude is

\[
A=\frac{E}{D},\qquad D=w_0^2-w^2-igw .
\]

The claim is that every solution, whatever its initial position and velocity, satisfies

\[
x(t)-\mathrm{Re}\,(A e^{-iwt})\to 0 \quad\text{as } t\to\infty,
\]

and that its velocity \(v=x'\) approaches the derivative of \(\mathrm{Re}\,(Ae^{-iwt})\). For a nonzero drive, the late-time motion therefore determines the polarisability of this single classical, linear oscillator at the driving frequency, whatever its initial position and velocity.

## An energy that decreases even at the turning points

Take two solutions \(x_1,x_2\) under the same drive, with velocities \(v_1,v_2\). Put \(y=x_1-x_2\) and \(u=v_1-v_2\). The drive cancels:

\[
y'=u,\qquad u'=-gu-w_0^2y .
\]

The ordinary energy is proportional to \(u^2+w_0^2y^2\), whose derivative \(-2gu^2\) vanishes whenever \(u=0\). A cross term between position and velocity repairs this. Define

\[
L=\left(u+\tfrac g2y\right)^2+\left(w_0^2+\tfrac{g^2}{4}\right)y^2 .
\]

Since \(u'+\tfrac g2u=-\tfrac g2u-w_0^2y\),

\[
\begin{aligned}
L'&=2\left(u+\tfrac g2y\right)\left(-\tfrac g2u-w_0^2y\right)+2\left(w_0^2+\tfrac{g^2}{4}\right)yu\\
&=-gu^2-2w_0^2uy-\tfrac{g^2}{2}uy-gw_0^2y^2+2w_0^2uy+\tfrac{g^2}{2}uy\\
&=-g\,(u^2+w_0^2y^2).
\end{aligned}
\]

This loss is at least \(kL\), with

\[
k=\frac{2gw_0^2}{3w_0^2+2g^2}.
\]

To see this, multiply by the positive denominator and use \(L=u^2+guy+(w_0^2+g^2/2)y^2\):

\[
\begin{aligned}
&g(3w_0^2+2g^2)(u^2+w_0^2y^2)-2gw_0^2L\\
&\quad=g\left[w_0^2(u-gy)^2+2g^2u^2+w_0^4y^2\right]\ge 0 .
\end{aligned}
\]

Hence \((Le^{kt})'=(L'+kL)e^{kt}\le0\), and \(L(t)\le L(0)e^{-kt}\) for \(t\ge0\). Underdamped, critical and overdamped motion need no separate treatment.

Both \(w_0^2y^2\) and \((u+gy/2)^2\) are at most \(L\), so \(y\to0\) and \(u+gy/2\to0\). Therefore \(u\to0\) as well: the two solutions merge.

## The phasor is one of the solutions

The imaginary part of \(D\) is \(-gw\), which vanishes only for \(w=0\), and then \(D=w_0^2\ne0\). So \(A\) is well defined. For \(z=Ae^{-iwt}\),

\[
z''+gz'+w_0^2z=(-w^2-igw+w_0^2)\,z=DA\,e^{-iwt}=E e^{-iwt}.
\]

The coefficients are real, so the real part of \(z\) solves the equation with drive \(E\cos(wt)\). Every other solution merges with it, which is the claim.

## Trajectories, modified energy and amplitude in Lean

```lean
import Mathlib

open Filter Topology

namespace TransientDecay

noncomputable section
```

The second-order equation is written as a first-order pair.

```lean
/-- The position `x` and velocity `v` obey `x' = v` and `v' = f - g v - w0² x` at all times:
an oscillator with damping `g` and natural frequency `w0` under the drive `f`. -/
def IsTrajectory (g w0 : ℝ) (f x v : ℝ → ℝ) : Prop :=
  ∀ t, HasDerivAt x (v t) t ∧ HasDerivAt v (f t - g * v t - w0 ^ 2 * x t) t
```

`HasDerivAt x (v t) t` says that \(x\) is differentiable at \(t\) with derivative \(v(t)\). The predicate `IsTrajectory` therefore describes a twice differentiable \(x\) on the whole real line, with \(v=x'\), under an arbitrary real drive `f`. That a molecule's induced dipole follows this equation, with a constant \(g\), is a physical assumption that enters here.

The next three definitions are \(L\), \(k\) and \(A\). The arguments `y` and `u` of `modEnergy` are a position and a velocity.

```lean
/-- A modified energy of the oscillator at position `y` and velocity `u`, which contains a
cross term between position and velocity. -/
def modEnergy (g w0 y u : ℝ) : ℝ :=
  (u + g * y / 2) ^ 2 + (w0 ^ 2 + g ^ 2 / 4) * y ^ 2

/-- For positive damping `g` and natural frequency `w0`, a lower bound on the relative rate at which
the modified energy decays without drive. -/
def rate (g w0 : ℝ) : ℝ := 2 * g * w0 ^ 2 / (3 * w0 ^ 2 + 2 * g ^ 2)

/-- The complex amplitude of the response to the drive `E cos (w t)`, defined where
`w0² - w² - i g w` is not zero. -/
def amplitude (g w0 E w : ℝ) : ℂ :=
  (E : ℂ) / ((w0 : ℂ) ^ 2 - (w : ℂ) ^ 2 - Complex.I * g * w)
```

## Exponential decay of the difference

Subtracting the two equations of motion removes the drive. In Lean the derivatives are subtracted, and `ring` confirms that the result has the required form.

```lean
variable {g w0 : ℝ} {f x v x₁ v₁ x₂ v₂ : ℝ → ℝ}

/-- The difference of two trajectories under the same drive is a trajectory without drive. -/
theorem IsTrajectory.difference (h₁ : IsTrajectory g w0 f x₁ v₁)
    (h₂ : IsTrajectory g w0 f x₂ v₂) :
    IsTrajectory g w0 (fun _ => 0) (fun t => x₁ t - x₂ t) (fun t => v₁ t - v₂ t) := by
  intro t
  refine ⟨(h₁ t).1.fun_sub (h₂ t).1, ((h₁ t).2.fun_sub (h₂ t).2).congr_deriv ?_⟩
  beta_reduce
  ring
```

The derivative of \(L\) is assembled from the sum, power and constant-multiple rules. The closing `ring` performs the cancellation of the cross terms shown above.

```lean
/-- Without drive, the modified energy changes at the rate `-g (v² + w0² x²)`. -/
theorem IsTrajectory.hasDerivAt_modEnergy (h : IsTrajectory g w0 (fun _ => 0) x v) (t : ℝ) :
    HasDerivAt (fun s => modEnergy g w0 (x s) (v s))
      (-(g * (v t ^ 2 + w0 ^ 2 * x t ^ 2))) t := by
  obtain ⟨hx, hv⟩ := h t
  unfold modEnergy
  refine (((hv.fun_add ((hx.const_mul g).div_const 2)).fun_pow 2).fun_add
    ((hx.fun_pow 2).const_mul (w0 ^ 2 + g ^ 2 / 4))).congr_deriv ?_
  push_cast
  ring
```

The inequality \(kL\le g(u^2+w_0^2y^2)\) is purely algebraic and holds for any real \(y,u\). The proof clears the denominator, and `key` is the sum of squares from the derivation.

```lean
/-- For positive damping and natural frequency, the loss `g (u² + w0² y²)` is at least
`rate g w0` times the modified energy. -/
theorem rate_mul_modEnergy_le (hg : 0 < g) (hw0 : 0 < w0) (y u : ℝ) :
    rate g w0 * modEnergy g w0 y u ≤ g * (u ^ 2 + w0 ^ 2 * y ^ 2) := by
  unfold rate modEnergy
  rw [div_mul_eq_mul_div, div_le_iff₀ (by positivity)]
  -- the difference of the two sides is a sum of squares
  have key : 0 ≤ g * (w0 ^ 2 * (u - g * y) ^ 2 + 2 * g ^ 2 * u ^ 2 + w0 ^ 4 * y ^ 2) := by
    positivity
  nlinarith [key]
```

For the exponential bound, `hF` differentiates \(Le^{kt}\) and `anti` states that this product never increases. Comparing times \(0\) and \(t\) and dividing by the exponential gives the estimate.

```lean
/-- Without drive, and for positive damping and natural frequency, the modified energy at
times `t ≥ 0` is at most its initial value times `exp (-rate t)`. -/
theorem IsTrajectory.modEnergy_le (hg : 0 < g) (hw0 : 0 < w0)
    (h : IsTrajectory g w0 (fun _ => 0) x v) {t : ℝ} (ht : 0 ≤ t) :
    modEnergy g w0 (x t) (v t) ≤
      modEnergy g w0 (x 0) (v 0) * Real.exp (-(rate g w0 * t)) := by
  -- the modified energy times `exp (rate t)` never increases
  have hF := fun s : ℝ => (h.hasDerivAt_modEnergy s).fun_mul
    ((hasDerivAt_id' s).const_mul (rate g w0)).exp
  have anti := antitone_of_deriv_nonpos (fun s => (hF s).differentiableAt) (fun s => by
    rw [(hF s).deriv]
    nlinarith [mul_le_mul_of_nonneg_right (rate_mul_modEnergy_le hg hw0 (x s) (v s))
      (Real.exp_pos (rate g w0 * s)).le])
  have h0 := anti ht
  simp only [mul_zero, Real.exp_zero, mul_one] at h0
  rw [Real.exp_neg, ← div_eq_mul_inv, le_div_iff₀ (Real.exp_pos _)]
  exact h0
```

## Two responses to the same drive merge

Passing from a bound on a square to a limit takes a square root, which is continuous at zero.

```lean
/-- A quantity whose square is eventually bounded by something that tends to zero tends to
zero. -/
theorem tendsto_zero_of_sq_le {a b : ℝ → ℝ} (hb : Tendsto b atTop (𝓝 0))
    (hab : ∀ᶠ t in atTop, a t ^ 2 ≤ b t) : Tendsto a atTop (𝓝 0) := by
  have h1 : Tendsto (fun t => a t ^ 2) atTop (𝓝 0) :=
    squeeze_zero' (Eventually.of_forall fun t => sq_nonneg (a t)) hab hb
  have h2 := (Real.continuous_sqrt.tendsto 0).comp h1
  rw [Real.sqrt_zero] at h2
  exact (tendsto_zero_iff_abs_tendsto_zero a).2 (h2.congr fun t => Real.sqrt_sq_eq_abs (a t))
```

`Tendsto … atTop (𝓝 0)` means convergence to zero as \(t\to\infty\). In the next proof `hy` uses \(w_0^2y^2\le L\), `hu` uses \((u+gy/2)^2\le L\), and the velocity limit follows by subtracting \(gy/2\).

```lean
/-- For positive damping and natural frequency, any two trajectories under the same drive
approach each other in position and in velocity. -/
theorem trajectories_merge (hg : 0 < g) (hw0 : 0 < w0)
    (h₁ : IsTrajectory g w0 f x₁ v₁) (h₂ : IsTrajectory g w0 f x₂ v₂) :
    Tendsto (fun t => x₁ t - x₂ t) atTop (𝓝 0) ∧
      Tendsto (fun t => v₁ t - v₂ t) atTop (𝓝 0) := by
  have hk : 0 < rate g w0 := by unfold rate; positivity
  have he : Tendsto (fun t : ℝ => Real.exp (-(rate g w0 * t))) atTop (𝓝 0) :=
    Real.tendsto_exp_neg_atTop_nhds_zero.comp (tendsto_id.const_mul_atTop hk)
  have hB := he.const_mul (modEnergy g w0 (x₁ 0 - x₂ 0) (v₁ 0 - v₂ 0))
  rw [mul_zero] at hB
  have hL := fun (t : ℝ) (ht : 0 ≤ t) => (h₁.difference h₂).modEnergy_le hg hw0 ht
  -- both squares in the modified energy are controlled by the decaying bound
  have hy : Tendsto (fun t => x₁ t - x₂ t) atTop (𝓝 0) := by
    have hB' := hB.div_const (w0 ^ 2)
    rw [zero_div] at hB'
    refine tendsto_zero_of_sq_le hB' ?_
    filter_upwards [eventually_ge_atTop 0] with t ht
    rw [le_div_iff₀ (by positivity)]
    refine le_trans ?_ (hL t ht)
    unfold modEnergy
    nlinarith [sq_nonneg (v₁ t - v₂ t + g * (x₁ t - x₂ t) / 2),
      sq_nonneg (g * (x₁ t - x₂ t))]
  have hu : Tendsto (fun t => v₁ t - v₂ t + g * (x₁ t - x₂ t) / 2) atTop (𝓝 0) := by
    refine tendsto_zero_of_sq_le hB ?_
    filter_upwards [eventually_ge_atTop 0] with t ht
    refine le_trans ?_ (hL t ht)
    unfold modEnergy
    exact le_add_of_nonneg_right (by positivity)
  refine ⟨hy, ?_⟩
  have h3 := hu.sub (hy.const_mul (g / 2))
  rw [mul_zero, sub_zero] at h3
  exact h3.congr fun t => by ring
```

## The steady state as the common limit

The derivative of the phasor is taken for a complex time variable and then restricted to real times and real parts.

```lean
/-- The real part of a phasor `A exp (-i w t)` has the derivative
`Re (-i w A exp (-i w t))`. -/
theorem hasDerivAt_phasor (A : ℂ) (w t : ℝ) :
    HasDerivAt (fun s : ℝ => (A * Complex.exp (-Complex.I * w * s)).re)
      (-Complex.I * w * A * Complex.exp (-Complex.I * w * t)).re t := by
  have h : HasDerivAt (fun s : ℂ => A * Complex.exp (-Complex.I * w * s))
      (-Complex.I * w * A * Complex.exp (-Complex.I * w * t)) (t : ℂ) :=
    (((hasDerivAt_id' (t : ℂ)).const_mul (-Complex.I * w)).cexp.const_mul A).congr_deriv
      (by ring)
  exact h.real_of_complex
```

The main theorem has two conclusions, one for position and one for velocity. It holds for all real `E` and `w`, including the static case \(w=0\), where the limit is the constant displacement \(E/w_0^2\).

```lean
/-- **Decay of transients.** For positive damping and natural frequency, every trajectory
under the drive `E cos (w t)` approaches `Re (E exp (-i w t) / (w0² - w² - i g w))`, and its
velocity approaches the derivative of that expression. -/
theorem tendsto_steady_state (hg : 0 < g) (hw0 : 0 < w0) (E w : ℝ)
    (h : IsTrajectory g w0 (fun t => E * Real.cos (w * t)) x v) :
    Tendsto (fun t : ℝ => x t -
      (amplitude g w0 E w * Complex.exp (-Complex.I * w * t)).re) atTop (𝓝 0) ∧
    Tendsto (fun t : ℝ => v t -
      (-Complex.I * w * amplitude g w0 E w * Complex.exp (-Complex.I * w * t)).re)
      atTop (𝓝 0) := by
  -- damping keeps the denominator away from zero
  have hD : (w0 : ℂ) ^ 2 - (w : ℂ) ^ 2 - Complex.I * g * w ≠ 0 := by
    intro h0
    have hw : w = 0 := by simpa [pow_two, hg.ne'] using congrArg Complex.im h0
    simp [hw, hw0.ne'] at h0
  have hA : amplitude g w0 E w * ((w0 : ℂ) ^ 2 - (w : ℂ) ^ 2 - Complex.I * g * w) = E :=
    div_mul_cancel₀ _ hD
  -- the phasor is itself a trajectory, so the two merge
  refine trajectories_merge hg hw0 h fun t => ⟨hasDerivAt_phasor _ w t,
    (hasDerivAt_phasor (-Complex.I * w * amplitude g w0 E w) w t).congr_deriv ?_⟩
  have he : (Complex.exp (-Complex.I * w * t)).re = Real.cos (w * t) := by
    have h1 : -Complex.I * w * t = ((-(w * t) : ℝ) : ℂ) * Complex.I := by
      push_cast
      ring
    rw [h1, Complex.exp_ofReal_mul_I_re, Real.cos_neg]
  have key : -Complex.I * w * (-Complex.I * w * amplitude g w0 E w) *
        Complex.exp (-Complex.I * w * t) =
      (E : ℂ) * Complex.exp (-Complex.I * w * t) -
        (g : ℂ) * (-Complex.I * w * amplitude g w0 E w * Complex.exp (-Complex.I * w * t)) -
        ((w0 ^ 2 : ℝ) : ℂ) * (amplitude g w0 E w * Complex.exp (-Complex.I * w * t)) := by
    push_cast
    linear_combination ((w : ℂ) ^ 2 * amplitude g w0 E w *
      Complex.exp (-Complex.I * w * t)) * Complex.I_sq +
      Complex.exp (-Complex.I * w * t) * hA
  rw [key, Complex.sub_re, Complex.sub_re, Complex.re_ofReal_mul, Complex.re_ofReal_mul,
    Complex.re_ofReal_mul, he]
```

Here `hD` is the argument that \(D\ne0\), and `hA` records \(AD=E\). The `refine` step applies the merging theorem to the given trajectory and the phasor, which leaves the phasor's equation of motion to be shown. That is `key`, a complex identity obtained from \(i^2=-1\) and `hA`; its real part, with `he` supplying \(\mathrm{Re}\,e^{-iwt}=\cos(wt)\), is the real equation.

## Periodic responses, and the case without damping

If a function \(d\) has period \(T>0\) and tends to zero, then \(d(t)=d(t+nT)\) for every natural number \(n\), and letting \(n\to\infty\) gives \(d(t)=0\).

```lean
/-- A periodic signal that tends to zero at late times vanishes at all times. -/
theorem eq_zero_of_periodic {d : ℝ → ℝ} {T : ℝ} (hT : 0 < T) (hp : Function.Periodic d T)
    (hd : Tendsto d atTop (𝓝 0)) (t : ℝ) : d t = 0 := by
  have hs : Tendsto (fun n : ℕ => t + (n : ℝ) * T) atTop atTop :=
    tendsto_atTop_add_const_left _ t (tendsto_natCast_atTop_atTop.atTop_mul_const hT)
  have hc : Tendsto (fun _ : ℕ => d t) atTop (𝓝 0) :=
    (hd.comp hs).congr fun n => hp.nat_mul n t
  exact tendsto_nhds_unique tendsto_const_nhds hc
```

Applied to the difference of two trajectories, this shows that a given drive, of whatever shape, admits at most one response with a given period. Whether such a response exists is a separate question, which the theorem leaves open.

```lean
/-- For positive damping and natural frequency, two trajectories under the same drive whose
positions share a period `T > 0` have the same position at all times. -/
theorem periodic_response_unique (hg : 0 < g) (hw0 : 0 < w0) {T : ℝ} (hT : 0 < T)
    (h₁ : IsTrajectory g w0 f x₁ v₁) (h₂ : IsTrajectory g w0 f x₂ v₂)
    (p₁ : Function.Periodic x₁ T) (p₂ : Function.Periodic x₂ T) : x₁ = x₂ := by
  have hp : Function.Periodic (fun t => x₁ t - x₂ t) T := fun t => by
    show x₁ (t + T) - x₂ (t + T) = x₁ t - x₂ t
    rw [p₁ t, p₂ t]
  funext t
  exact sub_eq_zero.1 (eq_zero_of_periodic hT hp (trajectories_merge hg hw0 h₁ h₂).1 t)
```

The condition \(g>0\) can't be relaxed to \(g\ge0\). For \(g=0\) and no drive, \(\cos(w_0t)\) is a trajectory, and so is rest, but the two never merge. The proof checks the derivatives and then uses periodicity: if the cosine tended to zero, it would vanish at \(t=0\), where it equals 1.

```lean
/-- Without damping and drive, and for `w0 > 0`, the oscillation `cos (w0 t)` is a trajectory
that does not tend to zero. -/
theorem undamped_persists (hw0 : 0 < w0) :
    IsTrajectory 0 w0 (fun _ => 0) (fun t => Real.cos (w0 * t))
      (fun t => -w0 * Real.sin (w0 * t)) ∧
    ¬ Tendsto (fun t => Real.cos (w0 * t)) atTop (𝓝 0) := by
  constructor
  · intro t
    have hl := (hasDerivAt_id' t).const_mul w0
    refine ⟨hl.cos.congr_deriv ?_, (hl.sin.const_mul (-w0)).congr_deriv ?_⟩
    · beta_reduce
      ring
    · beta_reduce
      ring
  · intro hlim
    have hp : Function.Periodic (fun t => Real.cos (w0 * t)) (2 * Real.pi / w0) := fun t => by
      show Real.cos (w0 * (t + 2 * Real.pi / w0)) = Real.cos (w0 * t)
      rw [mul_add, mul_div_cancel₀ _ hw0.ne', Real.cos_add_two_pi]
    have h0 := eq_zero_of_periodic (by positivity) hp hlim 0
    simp at h0

end

end TransientDecay
```

```lean
#print axioms TransientDecay.tendsto_steady_state
#print axioms TransientDecay.periodic_response_unique
#print axioms TransientDecay.undamped_persists
```

```
'TransientDecay.tendsto_steady_state' depends on axioms: [propext, Classical.choice, Quot.sound]
'TransientDecay.periodic_response_unique' depends on axioms: [propext, Classical.choice, Quot.sound]
'TransientDecay.undamped_persists' depends on axioms: [propext, Classical.choice, Quot.sound]
```

## Reading a polarisability from a simulated trajectory

Suppose that the oscillator is integrated in time from rest, with \(w_0=1\) and \(g=0.1\) in some consistent units. Then \(k=0.2/3.02\approx0.066\), and the bound on \(L\) has fallen by a factor of \(10^6\) after a time of about 209. The corresponding bound on the displacement from the steady state has fallen by \(10^3\). The estimate is cautious: the transient of this underdamped oscillator has the envelope \(e^{-gt/2}\), which falls by \(10^3\) in a time of about 138.

The early part of the trajectory is discarded. For \(w>0\), the remainder is averaged over a whole number \(n\) of driving periods \(T=2\pi/w\), starting at a time \(t_0\):

\[
A\approx\frac{2}{nT}\int_{t_0}^{t_0+nT}x(t)\,e^{iwt}\,dt .
\]

The term containing \(e^{2iwt}\) averages to zero. The error comes from what remains of the transient and from the numerical integration. The induced dipole has amplitude \(qA\), so the polarisability at frequency \(w\) is

\[
\alpha(w)=\frac{qA}{E_0}=\frac{q^2/m}{w_0^2-w^2-igw}.
\]
